# Double exchange between equal core spins: Hund projection scales the hopping by (J+1/2)/(2S+1)

## Can the factor be found without recoupling coefficients?

When an electron hops between two sites that each carry a core spin $S$, and Hund's coupling is so strong that the electron always stays parallel to the core it sits on, the hopping amplitude is multiplied by $(J+\tfrac12)/(2S+1)$, where $J$ is the total spin. I can get this number from a 6j symbol, but then I don't see where it comes from. Let $P_A$ and $P_B$ project onto the states in which the electron is parallel to core $A$ or core $B$. For $S>0$ they don't commute. Each $J$ occurs only once in the range of $P_A$, so rotational invariance tells me that $P_AP_BP_A$ acts there as some function of $J$. Why is it such a simple one, and can I see it from the spin operators alone?

## The squared difference of the two projectors is fixed by the total spin

Yes. With $\mathbf J=\mathbf A+\mathbf B+\mathbf s$, where $\mathbf A,\mathbf B$ are the core spins and $\mathbf s$ is the electron spin,

$$P_AP_BP_A=\frac{J^2+\tfrac14}{(2S+1)^2}\,P_A .$$

Here $J^2=\mathbf J\cdot\mathbf J$ is an operator. On a state with total spin quantum number $j$, which is the $J$ of the hopping factor, it equals $j(j+1)$, so that $J^2+\tfrac14=(j+\tfrac12)^2$. The hopping factor is the square root of $(j+\tfrac12)^2/(2S+1)^2$. The reason is that $(P_A-P_B)^2$ is a linear function of $J^2$.

### The calculation with spin operators

Set $\hbar=1$. The three spins commute with one another, and $A^2=B^2=S(S+1)$. Write $X=\mathbf A\cdot\mathbf s$, $Y=\mathbf B\cdot\mathbf s$ and $N=2S+1$. The operator $X$ equals $S/2$ when core and electron couple to $S+\tfrac12$, and $-(S+1)/2$ when they couple to $S-\tfrac12$. The operator that is 1 in the first case and 0 in the second is therefore given by

$$N P_A=S+1+2X,\qquad N P_B=S+1+2Y .$$

For spin 1/2, $s_is_j=\tfrac14\delta_{ij}+\tfrac i2\sum_k\epsilon_{ijk}s_k$. Moving $s_i$ past $B_j$ gives Pauli's identity

$$XY=\sum_{ij}A_iB_j\,s_is_j=\tfrac14\,\mathbf A\cdot\mathbf B+\tfrac i2(\mathbf A\times\mathbf B)\cdot\mathbf s .$$

It is used twice.

First, put $\mathbf B=\mathbf A$. The commutation relations say $\mathbf A\times\mathbf A=i\mathbf A$, so $X^2=\tfrac14A^2-\tfrac12X$, and likewise for $Y$. Hence

$$N^2P_A^2=(S+1)^2+4(S+1)X+S(S+1)-2X=N(S+1+2X)=N^2P_A,$$

and $P_A$ is idempotent. So is $P_B$.

Second, add the identity for $XY$ to the one for $YX$. Since $\mathbf A$ and $\mathbf B$ commute, $\mathbf B\times\mathbf A=-\mathbf A\times\mathbf B$. The vector products cancel, which leaves $XY+YX=\tfrac12\mathbf A\cdot\mathbf B$.

Now $N(P_A-P_B)=2(X-Y)$, so

$$N^2(P_A-P_B)^2=4(X^2+Y^2-XY-YX)=2S(S+1)-2(X+Y+\mathbf A\cdot\mathbf B).$$

On the other side, $s^2=\tfrac34$ gives

$$J^2+\tfrac14=2S(S+1)+1+2(X+Y+\mathbf A\cdot\mathbf B).$$

The two right-hand sides add up to $4S(S+1)+1=N^2$. Therefore

$$J^2+\tfrac14=N^2\bigl[1-(P_A-P_B)^2\bigr].$$

Multiply by $P_A$ from the right and use idempotence:

$$\bigl[1-(P_A-P_B)^2\bigr]P_A=P_A-P_A+P_AP_BP_A+P_BP_A-P_BP_A=P_AP_BP_A ,$$

which is the result.

For the amplitude, take a state $v$ with $P_Av=v$ and $J^2v=j(j+1)v$, where $j\ge0$. If the projectors are Hermitian,

$$\|P_Bv\|^2=\langle v,P_Bv\rangle=\langle v,P_AP_BP_Av\rangle=\frac{(j+\frac12)^2}{N^2}\|v\|^2 .$$

For normalised $v$ this gives $\|P_Bv\|=(j+\tfrac12)/(2S+1)$.

### What the Lean statements say

The operators live in `R`, an arbitrary complex algebra, so the main identity needs neither a Hilbert space nor a finite dimension. A spin is a function `Fin 3 → R`, with indices 0, 1, 2 for $x,y,z$. `IsSpin` holds the commutation relations, `IsSpinHalf` holds the products of the matrices $\sigma_i/2$, and `dot` is the scalar product. `Spins S A B s` collects the physical setting: two core spins of equal length, an electron spin 1/2, and mutual commutation. The definition takes any real number `S` and doesn't ask that $2S$ be an integer.

`IsHund S A s P` is the undivided equation $(2S+1)P=S+1+2\,\mathbf A\cdot\mathbf s$. It stands for infinitely strong Hund's coupling, which keeps only the high-spin state of a site. The code writes `P` and `Q` for $P_A$ and $P_B$. That they are idempotent is derived. The hypothesis `0 ≤ S` ensures $2S+1\neq0$. In `hopping`, together with `0 ≤ j`, it also ensures that the factor $(j+\tfrac12)/(2S+1)$ is not negative.

`double_exchange` is the operator identity. `hopping` is the statement about norms for linear maps on a complex inner product space. It assumes directly that `P` and `Q` are symmetric, which is the case when the spin components are Hermitian. It takes the state `v` as given and doesn't say which values of `j` occur. Some condition such as $j\ge-\tfrac12$ is necessary there, because $j$ and $-j-1$ label the same eigenvalue of $J^2$.

These are statements about the spin algebra of one electron and two sites. The orbital motion, a finite Hund's coupling and the ferromagnetism of a lattice, for which double exchange is best known, do not enter.

```lean
import Mathlib

open Complex
open scoped TensorProduct

namespace DoubleExchange

variable {R : Type*} [Ring R] [Algebra ℂ R]

/-- The scalar product `A·B` of two triples of operators, in this order. -/
def dot (A B : Fin 3 → R) : R := ∑ i, A i * B i

/-- The su(2) commutation relations of an angular momentum, with `ħ = 1`. -/
structure IsSpin (A : Fin 3 → R) : Prop where
  xy : A 0 * A 1 - A 1 * A 0 = I • A 2
  yz : A 1 * A 2 - A 2 * A 1 = I • A 0
  zx : A 2 * A 0 - A 0 * A 2 = I • A 1

/-- A spin 1/2: the components multiply like the halved Pauli matrices `σ_i/2`. -/
structure IsSpinHalf (s : Fin 3 → R) : Prop where
  sq : ∀ i, s i * s i = (1 / 4 : ℂ) • (1 : R)
  xy : s 0 * s 1 = (I / 2) • s 2
  yx : s 1 * s 0 = (-(I / 2)) • s 2
  yz : s 1 * s 2 = (I / 2) • s 0
  zy : s 2 * s 1 = (-(I / 2)) • s 0
  zx : s 2 * s 0 = (I / 2) • s 1
  xz : s 0 * s 2 = (-(I / 2)) • s 1

/-- Two core spins `A`, `B` with `A² = B² = S(S+1)` and an electron spin 1/2 `s`,
all mutually commuting. -/
structure Spins (S : ℝ) (A B s : Fin 3 → R) : Prop where
  spinA : IsSpin A
  spinB : IsSpin B
  half : IsSpinHalf s
  commAB : ∀ i j, A i * B j = B j * A i
  commAs : ∀ i j, A i * s j = s j * A i
  commBs : ∀ i j, B i * s j = s j * B i
  casA : dot A A = ((S : ℂ) * (S + 1)) • (1 : R)
  casB : dot B B = ((S : ℂ) * (S + 1)) • (1 : R)

/-- `P` is a Hund operator of core spin `A` and electron spin `s`:
`(2S+1) P = S + 1 + 2 A·s`. -/
def IsHund (S : ℝ) (A s : Fin 3 → R) (P : R) : Prop :=
  (2 * (S : ℂ) + 1) • P = ((S : ℂ) + 1) • (1 : R) + (2 : ℂ) • dot A s

/-- Pauli's identity `(A·s)(B·s) = A·B/4 + (i/2)(A×B)·s` for a spin 1/2 `s`
that commutes with `B`. -/
theorem dot_mul_dot {A B s : Fin 3 → R} (hs : IsSpinHalf s)
    (hB : ∀ i j, B i * s j = s j * B i) :
    dot A s * dot B s = (1 / 4 : ℂ) • dot A B + (I / 2) •
      ((A 1 * B 2 - A 2 * B 1) * s 0 + (A 2 * B 0 - A 0 * B 2) * s 1
        + (A 0 * B 1 - A 1 * B 0) * s 2) := by
  have h : ∀ i j, A i * s i * (B j * s j) = A i * B j * (s i * s j) := fun i j => by
    calc A i * s i * (B j * s j) = A i * (s i * B j) * s j := by noncomm_ring
      _ = A i * B j * (s i * s j) := by rw [← hB j i]; noncomm_ring
  simp only [dot, Fin.sum_univ_three, mul_add, add_mul, sub_mul, h, hs.sq, hs.xy,
    hs.yx, hs.yz, hs.zy, hs.zx, hs.xz, mul_smul_comm, mul_one]
  module

/-- For an angular momentum `A` commuting with a spin 1/2 `s`,
`(A·s)² = A²/4 - A·s/2`. -/
theorem dot_sq {A s : Fin 3 → R} (hs : IsSpinHalf s) (hA : IsSpin A)
    (hAs : ∀ i j, A i * s j = s j * A i) :
    dot A s * dot A s = (1 / 4 : ℂ) • dot A A - (1 / 2 : ℂ) • dot A s := by
  -- A × A = iA
  have hc : (I • A 0) * s 0 + (I • A 1) * s 1 + (I • A 2) * s 2 = I • dot A s := by
    simp only [dot, Fin.sum_univ_three, smul_mul_assoc, smul_add]
  have hI : I / 2 * I = -(1 / 2) := by linear_combination (1 / 2) * I_mul_I
  rw [dot_mul_dot hs hAs, hA.yz, hA.zx, hA.xy, hc, smul_smul, hI]
  module

/-- For `S ≥ 0` and an angular momentum `A` with `A² = S(S+1)`, a Hund operator of `A` and a
commuting spin 1/2 is idempotent. -/
theorem hund_idem {S : ℝ} {A s : Fin 3 → R} {P : R} (hS : 0 ≤ S)
    (hs : IsSpinHalf s) (hA : IsSpin A) (hAs : ∀ i j, A i * s j = s j * A i)
    (cas : dot A A = ((S : ℂ) * (S + 1)) • (1 : R)) (hP : IsHund S A s P) :
    P * P = P := by
  have hN : (2 * (S : ℂ) + 1) ≠ 0 := by
    exact_mod_cast (by positivity : (2 * S + 1 : ℝ) ≠ 0)
  unfold IsHund at hP
  have key : ((2 * (S : ℂ) + 1) * (2 * (S : ℂ) + 1)) • (P * P)
      = ((2 * (S : ℂ) + 1) * (2 * (S : ℂ) + 1)) • P := by
    rw [← smul_mul_smul_comm, mul_smul, hP]
    simp only [mul_add, add_mul, smul_mul_assoc, mul_smul_comm, one_mul, mul_one,
      dot_sq hs hA hAs, cas]
    module
  exact smul_right_injective R (mul_ne_zero hN hN) key

/-- For core spins `A`, `B` and an electron spin `s` as in `Spins`, the total spin `J = A + B + s`
measures how far the two Hund operators differ: `J² + 1/4 = (2S+1)² (1 - (P_A - P_B)²)`. -/
theorem total_spin_eq {S : ℝ} {A B s : Fin 3 → R} {P Q : R} (h : Spins S A B s)
    (hP : IsHund S A s P) (hQ : IsHund S B s Q) :
    dot (A + B + s) (A + B + s) + (1 / 4 : ℂ) • (1 : R)
      = ((2 * (S : ℂ) + 1) ^ 2) • (1 - (P - Q) * (P - Q)) := by
  unfold IsHund at hP hQ
  have hba : ∀ i j, B i * A j = A j * B i := fun i j => (h.commAB j i).symm
  have hsa : ∀ i, s i * A i = A i * s i := fun i => (h.commAs i i).symm
  have hsb : ∀ i, s i * B i = B i * s i := fun i => (h.commBs i i).symm
  have hJ : dot (A + B + s) (A + B + s) = dot A A + dot B B + (3 / 4 : ℂ) • (1 : R)
      + (2 : ℂ) • (dot A B + dot A s + dot B s) := by
    simp only [dot, Fin.sum_univ_three, Pi.add_apply, mul_add, add_mul, hba, hsa, hsb,
      h.half.sq]
    module
  -- the vector products cancel in the anticommutator
  have hac : dot A s * dot B s + dot B s * dot A s = (1 / 2 : ℂ) • dot A B := by
    rw [dot_mul_dot h.half h.commBs, dot_mul_dot h.half h.commAs]
    simp only [dot, Fin.sum_univ_three, hba, sub_mul]
    module
  have hd : (2 * (S : ℂ) + 1) • (P - Q) = (2 : ℂ) • (dot A s - dot B s) := by
    rw [smul_sub, hP, hQ]
    module
  have hsq : ((2 * (S : ℂ) + 1) ^ 2) • ((P - Q) * (P - Q)) = (4 : ℂ) •
      (dot A s * dot A s + dot B s * dot B s
        - (dot A s * dot B s + dot B s * dot A s)) := by
    rw [sq, ← smul_mul_smul_comm, hd]
    simp only [smul_mul_assoc, mul_smul_comm, mul_sub, sub_mul]
    module
  rw [smul_sub, hsq, hac, dot_sq h.half h.spinA h.commAs,
    dot_sq h.half h.spinB h.commBs, hJ, h.casA, h.casB]
  module

/-- Double exchange: for core spins `S ≥ 0` and total spin `J = A + B + s`,
`P_A P_B P_A = (J² + 1/4) P_A / (2S+1)²`. -/
theorem double_exchange {S : ℝ} {A B s : Fin 3 → R} {P Q : R} (hS : 0 ≤ S)
    (h : Spins S A B s) (hP : IsHund S A s P) (hQ : IsHund S B s Q) :
    P * Q * P = ((2 * (S : ℂ) + 1) ^ 2)⁻¹ •
      ((dot (A + B + s) (A + B + s) + (1 / 4 : ℂ) • (1 : R)) * P) := by
  have hN : (2 * (S : ℂ) + 1) ≠ 0 := by
    exact_mod_cast (by positivity : (2 * S + 1 : ℝ) ≠ 0)
  have hPP := hund_idem hS h.half h.spinA h.commAs h.casA hP
  have hQQ := hund_idem hS h.half h.spinB h.commBs h.casB hQ
  have e : (1 - (P - Q) * (P - Q)) * P = P * Q * P := by
    calc (1 - (P - Q) * (P - Q)) * P
        = P - P * P * P + P * Q * P + Q * (P * P) - Q * Q * P := by noncomm_ring
      _ = P * Q * P := by rw [hPP, hPP, hQQ]; abel
  rw [total_spin_eq h hP hQ, smul_mul_assoc, smul_smul,
    inv_mul_cancel₀ (pow_ne_zero 2 hN), one_smul, e]

/-- The hopping law: for `S ≥ 0` and Hermitian Hund operators, a state `v` with `P_A v = v` and
`J² v = j(j+1) v`, where `J = A + B + s` and `j ≥ 0`, satisfies `‖P_B v‖ = (j + 1/2)/(2S+1) ‖v‖`. -/
theorem hopping {H : Type*} [NormedAddCommGroup H] [InnerProductSpace ℂ H]
    {S j : ℝ} {A B s : Fin 3 → Module.End ℂ H} {P Q : Module.End ℂ H}
    (hS : 0 ≤ S) (hj : 0 ≤ j) (h : Spins S A B s)
    (hP : IsHund S A s P) (hQ : IsHund S B s Q)
    (hPs : P.IsSymmetric) (hQs : Q.IsSymmetric) {v : H} (hv : P v = v)
    (hJ : dot (A + B + s) (A + B + s) v = ((j : ℂ) * (j + 1)) • v) :
    ‖Q v‖ = (j + 1 / 2) / (2 * S + 1) * ‖v‖ := by
  have hQQ := hund_idem hS h.half h.spinB h.commBs h.casB hQ
  have hm := LinearMap.congr_fun (double_exchange hS h hP hQ) v
  simp only [Module.End.mul_apply, LinearMap.smul_apply, LinearMap.add_apply,
    Module.End.one_apply, hv, hJ] at hm
  have e : (j : ℂ) * (j + 1) + 1 / 4 = (j + 1 / 2) ^ 2 := by ring
  -- the squared norm of Q v is the expectation value of P Q P
  have hi : inner ℂ (Q v) (Q v)
      = (((j : ℂ) + 1 / 2) / (2 * S + 1)) ^ 2 * inner ℂ v v := by
    calc inner ℂ (Q v) (Q v) = inner ℂ v (Q (Q v)) := hQs v (Q v)
      _ = inner ℂ v (Q v) := by rw [← Module.End.mul_apply, hQQ]
      _ = inner ℂ (P v) (Q v) := by rw [hv]
      _ = inner ℂ v (P (Q v)) := hPs v (Q v)
      _ = _ := by
        rw [hm, ← add_smul, smul_smul, inner_smul_right, e, div_pow,
          div_eq_inv_mul (((j : ℂ) + 1 / 2) ^ 2)]
  rw [inner_self_eq_norm_sq_to_K, inner_self_eq_norm_sq_to_K] at hi
  have hr : ‖Q v‖ ^ 2 = ((j + 1 / 2) / (2 * S + 1)) ^ 2 * ‖v‖ ^ 2 := by
    apply Complex.ofReal_injective
    push_cast
    exact hi
  rw [← mul_pow] at hr
  exact (sq_eq_sq₀ (norm_nonneg _) (by positivity)).1 hr

/-- The 2×2 spin matrices `σ_i/2`. -/
noncomputable def pauliHalf : Fin 3 → Matrix (Fin 2) (Fin 2) ℂ :=
  ![!![0, 1 / 2; 1 / 2, 0], !![0, -(I / 2); I / 2, 0], !![1 / 2, 0; 0, -(1 / 2)]]

/-- The matrices `σ_i/2` form a spin 1/2. -/
theorem pauliHalf_spin : IsSpinHalf pauliHalf := by
  refine ⟨fun k => ?_, ?_, ?_, ?_, ?_, ?_, ?_⟩
  on_goal 1 => fin_cases k
  all_goals
    ext i j
    fin_cases i <;> fin_cases j <;>
      simp [pauliHalf, Matrix.mul_apply, Fin.sum_univ_succ] <;>
      ring_nf <;> simp [I_sq] <;> ring

/-- Three spins 1/2 on the factors of a threefold tensor product meet the
hypotheses with `S = 1/2`. -/
theorem spins_witness : Spins (1 / 2)
    (fun i => (pauliHalf i ⊗ₜ[ℂ] (1 : Matrix (Fin 2) (Fin 2) ℂ))
      ⊗ₜ[ℂ] (1 : Matrix (Fin 2) (Fin 2) ℂ))
    (fun i => ((1 : Matrix (Fin 2) (Fin 2) ℂ) ⊗ₜ[ℂ] pauliHalf i)
      ⊗ₜ[ℂ] (1 : Matrix (Fin 2) (Fin 2) ℂ))
    (fun i => ((1 : Matrix (Fin 2) (Fin 2) ℂ) ⊗ₜ[ℂ] (1 : Matrix (Fin 2) (Fin 2) ℂ))
      ⊗ₜ[ℂ] pauliHalf i) := by
  have p := pauliHalf_spin
  have c : (3 : ℂ) * (1 / 4) = ((1 / 2 : ℝ) : ℂ) * (((1 / 2 : ℝ) : ℂ) + 1) := by
    push_cast
    norm_num
  refine ⟨⟨?_, ?_, ?_⟩, ⟨?_, ?_, ?_⟩, ⟨fun i => ?_, ?_, ?_, ?_, ?_, ?_, ?_⟩,
    fun i j => ?_, fun i j => ?_, fun i j => ?_, ?_, ?_⟩ <;>
    simp only [dot, Fin.sum_univ_three, Algebra.TensorProduct.tmul_mul_tmul, mul_one,
      one_mul, p.sq, p.xy, p.yx, p.yz, p.zy, p.zx, p.xz, TensorProduct.tmul_smul,
      ← TensorProduct.smul_tmul', Algebra.TensorProduct.one_def, ← c] <;>
    module

end DoubleExchange
```

```lean
#print axioms DoubleExchange.double_exchange
-- 'DoubleExchange.double_exchange' depends on axioms: [propext, Classical.choice, Quot.sound]
#print axioms DoubleExchange.hopping
-- 'DoubleExchange.hopping' depends on axioms: [propext, Classical.choice, Quot.sound]
```

### From the spin algebra to the Lean proof

`dot_mul_dot` is Pauli's identity. Its inner step `h` moves $s_i$ past $B_j$; `simp only` then expands the sums and inserts the spin-1/2 products, and `module` compares the coefficients. `dot_sq` is the case $\mathbf B=\mathbf A$, where the commutators replace the vector product by $i\mathbf A$.

`hund_idem` proves $N^2P^2=N^2P$ as above and cancels the nonzero scalar $N^2$ with `smul_right_injective`.

`total_spin_eq` is the relation between $J^2$ and $(P_A-P_B)^2$. Its intermediate results are the steps of the calculation: `hJ` expands $J^2$, `hac` is the anticommutator, `hd` is the difference of the projectors, and `hsq` is its square. After these are substituted, `module` checks the remaining linear identity. This lemma does not use `0 ≤ S`.

In `double_exchange`, the equation `e` is the multiplication by $P_A$: `noncomm_ring` expands the product without reordering factors, and idempotence removes the surplus terms. The final rewriting cancels $N^2$ against its inverse.

`hopping` applies the operator identity to `v`. The `calc` block for `hi` is the chain of inner products above, with one symmetry hypothesis used for each projector that is moved across. The equation is then transferred from complex to real numbers, and `sq_eq_sq₀` takes the root, since both sides are nonnegative.

Finally, `pauliHalf_spin` checks the matrices $\sigma_i/2$ entry by entry, and `spins_witness` places them on the three factors of a tensor product. This gives a concrete system that satisfies `Spins` with $S=\tfrac12$.

### A mixed-valence dimer with core spin 3/2

Consider two sites with core spin $S=\tfrac32$, one orbital per site for a single itinerant electron, and a bare hopping amplitude $t$. The full space has $4\cdot4\cdot2\cdot2=64$ states. Strong Hund's coupling leaves a site spin 2 next to a core spin $\tfrac32$, that is 20 states for each position of the electron. They contain each of $J=\tfrac12,\tfrac32,\tfrac52,\tfrac72$ once.

For fixed $J$ and magnetic quantum number, one state $v$ with the electron on $A$ therefore couples to one state with the electron on $B$, whose spin part is $P_Bv/\|P_Bv\|$. With normalised $v$, the matrix element is

$$t_J=t\,\|P_Bv\|=t\,\frac{J+\frac12}{4},$$

which gives $t/4,\ t/2,\ 3t/4,\ t$ in the order above. If the two site energies differ by $\Delta$, the block to diagonalise is

$$\begin{pmatrix}\Delta/2&t_J\\ t_J&-\Delta/2\end{pmatrix},\qquad E_\pm=\pm\sqrt{\Delta^2/4+t_J^2}.$$

In this two-site model with infinite Hund's coupling and $t\ne0$, the lowest level belongs to $J=\tfrac72$, where all spins are parallel.
